# For a bounded self-adjoint Hamiltonian, the error from dropped terms is at most the time-integrated norm of their commutator with the observable evolved without them

## Why does a large dropped term sometimes do no harm?

Take one spin with Hamiltonian (ω/2)σ_z, where ω > 0, and drop the whole Hamiltonian. The observable σ_z doesn't notice, because it was constant anyway. The observable σ_x should have precessed and now stands still. The same dropped term gives no error in one case and a real error in the other, so its norm alone can't be the right measure.

This bothers me because I simulate a long spin chain by keeping only a cluster around the site I measure. The norm of what I discard can grow with the length of the chain, and an estimate built on it soon says nothing. Is there a bound that sees only the part of the discarded Hamiltonian that matters for my observable? And can I evaluate it without solving the full dynamics?

## The commutator along the truncated motion controls the error

Yes to both, for Hamiltonians that are bounded and independent of time. Let H be the full Hamiltonian, K the truncated one and A the observable, with ħ = 1. Write

A_H(t) = exp(itH) A exp(−itH)

and define A_K(t) in the same way. If H is self-adjoint and t ≥ 0, then

‖A_H(t) − A_K(t)‖ ≤ ∫₀ᵗ ‖[H − K, A_K(s)]‖ ds.

The right-hand side contains only the truncated evolution of A.

For your single spin, K = 0 and A_K(s) = A. With A = σ_z the commutator vanishes. With A = σ_x it is iωσ_y, of norm ω, so the bound is ωt. The exact error is 2|sin(ωt/2)|, which agrees with the bound to first order in t and later falls below it.

### Forward with K, back with H

Put U(t) = exp(itH). Its derivatives are

dU(t)/dt = iH U(t),

dU(−t)/dt = −U(−t) iH.

The product U(−t)U(t) therefore has derivative

−U(−t) iH U(t) + U(−t) iH U(t) = 0,

and it keeps its initial value 1. Replacing t by −t gives U(t)U(−t) = 1. The product rule applied to A_H(t) = U(t) A U(−t) gives the Heisenberg equation

dA_H(t)/dt = iH A_H(t) − A_H(t) iH = i[H, A_H(t)],

and the same holds for K.

Now evolve A forward with K for a time s, and then back with H:

R(s) = U(−s) A_K(s) U(s).

If the two Hamiltonians were equal, R(s) would stay at A. In general

dR(s)/ds = U(−s) ( −iH A_K(s) + i[K, A_K(s)] + A_K(s) iH ) U(s)

= −i U(−s) [H − K, A_K(s)] U(s).

Everything common to H and K has cancelled. Since R(0) = A, integration gives an exact identity:

A − R(t) = i ∫₀ᵗ U(−s) [H − K, A_K(s)] U(s) ds.

Evolving the left-hand side forward with H turns it into the error:

U(t) (A − R(t)) U(−t) = A_H(t) − A_K(t).

Only now does self-adjointness enter. It gives U(t)† = U(−t), so U(t) is unitary. Multiplication by a unitary from the left preserves the norm, because

‖UX‖² = ‖X†U†UX‖ = ‖X†X‖ = ‖X‖²,

and taking adjoints gives the same for multiplication from the right. Hence the error has the norm of A − R(t). For t ≥ 0 the norm of the integral is at most the integral of the norm, and the conjugation by U(s) inside also leaves the norm alone. This is the bound.

### Many dropped terms, and no error at all

If H = K + Σ_j V_j with finitely many terms, the commutator is additive, and the triangle inequality gives

‖A_H(t) − A_K(t)‖ ≤ Σ_j ∫₀ᵗ ‖[V_j, A_K(s)]‖ ds.

Apply this to a finite chain with nearest-neighbour couplings, and let K contain only the terms inside your cluster. Then A_K(s) acts on the cluster alone at every time. Each dropped term that lies wholly outside commutes with it and contributes zero. What remains are the couplings across the edge of the cluster, however long the chain is.

The truncation is exact for A at all times precisely when [H − K, A_K(s)] = 0 at all times s. If the evolutions agree, so do their derivatives, and [H, A_K(s)] = [K, A_K(s)]. Conversely, if the commutator vanishes, the identity gives R(t) = A, and hence A_H(t) = A_K(t).

### What the Lean statements say

The type `𝔄` with `CStarAlgebra 𝔄` is a unital C*-algebra. Complex n × n matrices with the operator norm are the finite-dimensional example, and the bounded operators on a Hilbert space are another. Hamiltonians and observables are elements of the same algebra.

- `flow H t` is exp(itH), with `I` the imaginary unit. The textbook propagator for states is exp(−itH), which is `flow H (-t)`.
- `heisenberg H A t` is A_H(t), and `comm X Y` is XY − YX.
- `truncation_error` is the bound. Its hypotheses are `IsSelfAdjoint H` and `0 ≤ t`; K and A are arbitrary.
- `truncation_error_sum` is the version for a finite set `S` of dropped terms. Only the full Hamiltonian, K plus all the dropped terms, has to be self-adjoint, not each `V j`.
- `truncation_identity` and `truncation_exact_iff` hold for arbitrary H, K and A, and for times of either sign.

If K is not self-adjoint, A_K(t) still means exp(itK) A exp(−itK). This differs from the evolution usually attached to an effective non-Hermitian Hamiltonian, which has the adjoint of K in one of the exponentials.

A finite spin lattice fits these hypotheses as it stands. For bosonic modes or electrons in continuous space the Hamiltonian is unbounded, and the step from it to a bounded H, for instance by projection onto a finite basis, needs its own error estimate. The theorems also give no estimate of how fast the commutators grow; that can come, for example, from the truncated simulation or from a separate locality bound.

```lean
import Mathlib

open Complex

namespace HamiltonianTruncation

noncomputable section

variable {𝔄 : Type*} [CStarAlgebra 𝔄]

/-- The exponential `exp(itH)` generated by `H`. -/
def flow (H : 𝔄) (t : ℝ) : 𝔄 := NormedSpace.exp (t • (I • H))

/-- The Heisenberg-evolved observable `A_H(t) = exp(itH) A exp(-itH)`. -/
def heisenberg (H A : 𝔄) (t : ℝ) : 𝔄 := flow H t * A * flow H (-t)

/-- The commutator `[X, Y] = XY - YX`. -/
def comm (X Y : 𝔄) : 𝔄 := X * Y - Y * X

/-- The exponential `exp(itH)` has time derivative `iH exp(itH)`. -/
theorem hasDerivAt_flow (H : 𝔄) (t : ℝ) :
    HasDerivAt (flow H) ((I • H) * flow H t) t :=
  hasDerivAt_exp_smul_const' (I • H) t

/-- The inverse exponential `exp(-itH)` has time derivative `-exp(-itH) iH`. -/
theorem hasDerivAt_flow_neg (H : 𝔄) (t : ℝ) :
    HasDerivAt (fun s => flow H (-s)) (-(flow H (-t) * (I • H))) t := by
  have e : ∀ s : ℝ, flow H (-s) = NormedSpace.exp (s • (-(I • H))) := by
    intro s
    simp only [flow, neg_smul, smul_neg]
  simp only [e]
  simpa only [mul_neg] using hasDerivAt_exp_smul_const (-(I • H)) t

/-- Backward and forward evolution cancel: `exp(-itH) exp(itH) = 1`. -/
theorem flow_neg_mul (H : 𝔄) (t : ℝ) : flow H (-t) * flow H t = 1 := by
  -- the product has zero derivative, so it keeps its value at time zero
  have hd : ∀ s, HasDerivAt (fun s => flow H (-s) * flow H s) 0 s := fun s =>
    ((hasDerivAt_flow_neg H s).fun_mul (hasDerivAt_flow H s)).congr_deriv (by noncomm_ring)
  have h := is_const_of_deriv_eq_zero (fun s => (hd s).differentiableAt)
    (fun s => (hd s).deriv) t 0
  simpa [flow] using h

/-- Heisenberg equation of motion: `dA_H/dt = i [H, A_H(t)]`. -/
theorem heisenberg_equation (H A : 𝔄) (t : ℝ) :
    HasDerivAt (heisenberg H A) (I • comm H (heisenberg H A t)) t := by
  refine HasDerivAt.congr_deriv
    (((hasDerivAt_flow H t).mul_const A).fun_mul (hasDerivAt_flow_neg H t)) ?_
  simp only [comm, heisenberg, smul_sub, smul_mul_assoc, mul_smul_comm, mul_neg, mul_assoc]
  module

/-- For self-adjoint `H`, Heisenberg evolution preserves the norm of every observable. -/
theorem norm_heisenberg {H : 𝔄} (hH : IsSelfAdjoint H) (A : 𝔄) (t : ℝ) :
    ‖heisenberg H A t‖ = ‖A‖ := by
  have hstar : ∀ s, star (flow H s) = flow H (-s) := by
    intro s
    rw [flow, NormedSpace.star_exp, flow]
    congr 1
    simp [star_smul, hH.star_eq]
  have hU : ∀ s, flow H s ∈ unitary 𝔄 := fun s => Unitary.mem_iff.2
    ⟨by rw [hstar]; exact flow_neg_mul H s,
     by rw [hstar]; simpa only [neg_neg] using flow_neg_mul H (-s)⟩
  rw [heisenberg, CStarRing.norm_mul_mem_unitary _ (hU _), CStarRing.norm_mem_unitary_mul _ (hU _)]

private theorem continuous_flow (H : 𝔄) : Continuous (flow H) :=
  continuous_iff_continuousAt.2 fun t => (hasDerivAt_flow H t).continuousAt

private theorem continuous_comm (V K A : 𝔄) :
    Continuous fun s => comm V (heisenberg K A s) := by
  have hB : Continuous (heisenberg K A) :=
    continuous_iff_continuousAt.2 fun t => (heisenberg_equation K A t).continuousAt
  exact (continuous_const.mul hB).sub (hB.mul continuous_const)

private theorem heisenberg_sub_back (H A B : 𝔄) (t : ℝ) :
    heisenberg H (A - heisenberg H B (-t)) t = heisenberg H A t - B := by
  have h : flow H t * flow H (-t) = 1 := by
    simpa only [neg_neg] using flow_neg_mul H (-t)
  calc heisenberg H (A - heisenberg H B (-t)) t
      = heisenberg H A t - (flow H t * flow H (-t)) * B * (flow H t * flow H (-t)) := by
        simp only [heisenberg, neg_neg, mul_sub, sub_mul, mul_assoc]
    _ = heisenberg H A t - B := by rw [h, one_mul, mul_one]

/-- Exact error identity: evolving `A` forward with `K` and back with `H` misses `A` by the
time integral of `i [H - K, A_K(s)]`, each commutator being evolved back with `H` by time `s`. -/
theorem truncation_identity (H K A : 𝔄) (t : ℝ) :
    A - heisenberg H (heisenberg K A t) (-t) =
      ∫ s in (0 : ℝ)..t, I • heisenberg H (comm (H - K) (heisenberg K A s)) (-s) := by
  -- the motions under H and K cancel up to the commutator with H - K
  have hd : ∀ s, HasDerivAt (fun s => -heisenberg H (heisenberg K A s) (-s))
      (I • heisenberg H (comm (H - K) (heisenberg K A s)) (-s)) s := by
    intro s
    have h3 : HasDerivAt (fun s => flow H (- -s)) ((I • H) * flow H (- -s)) s := by
      simpa only [neg_neg] using hasDerivAt_flow H s
    refine HasDerivAt.congr_deriv
      (((hasDerivAt_flow_neg H s).fun_mul (heisenberg_equation K A s)).fun_mul h3).fun_neg ?_
    rw [heisenberg.eq_1 H]
    generalize heisenberg K A s = B
    simp only [comm, smul_sub, mul_sub, sub_mul, add_mul, neg_mul, smul_mul_assoc,
      mul_smul_comm, mul_assoc]
    module
  have hc : Continuous fun s =>
      I • heisenberg H (comm (H - K) (heisenberg K A s)) (-s) :=
    ((((continuous_flow H).comp continuous_neg).mul (continuous_comm (H - K) K A)).mul
      ((continuous_flow H).comp (continuous_neg.comp continuous_neg))).const_smul I
  rw [intervalIntegral.integral_eq_sub_of_hasDerivAt (fun s _ => hd s)
    (hc.intervalIntegrable 0 t)]
  have h0 : heisenberg H (heisenberg K A 0) (-0) = A := by simp [heisenberg, flow]
  rw [h0]
  abel

/-- Hamiltonian truncation error: for self-adjoint `H`, any `K` and `A`, and `t ≥ 0`, the
evolved observables differ in norm by at most the integral of `‖[H - K, A_K(s)]‖` over `[0, t]`. -/
theorem truncation_error {H : 𝔄} (hH : IsSelfAdjoint H) (K A : 𝔄) {t : ℝ} (ht : 0 ≤ t) :
    ‖heisenberg H A t - heisenberg K A t‖ ≤
      ∫ s in (0 : ℝ)..t, ‖comm (H - K) (heisenberg K A s)‖ := by
  rw [← heisenberg_sub_back, norm_heisenberg hH, truncation_identity]
  refine (intervalIntegral.norm_integral_le_integral_norm ht).trans (le_of_eq ?_)
  simp only [norm_smul, Complex.norm_I, one_mul, norm_heisenberg hH]

/-- If finitely many terms `V j` are dropped from a self-adjoint Hamiltonian `K + ∑ V j`, then
for `t ≥ 0` the error is at most the sum of the integrals of `‖[V j, A_K(s)]‖` over `[0, t]`. -/
theorem truncation_error_sum {ι : Type*} (S : Finset ι) (V : ι → 𝔄) (K A : 𝔄)
    (hH : IsSelfAdjoint (K + ∑ j ∈ S, V j)) {t : ℝ} (ht : 0 ≤ t) :
    ‖heisenberg (K + ∑ j ∈ S, V j) A t - heisenberg K A t‖ ≤
      ∑ j ∈ S, ∫ s in (0 : ℝ)..t, ‖comm (V j) (heisenberg K A s)‖ := by
  have hi : ∀ W : 𝔄, Continuous fun s => ‖comm W (heisenberg K A s)‖ :=
    fun W => (continuous_comm W K A).norm
  refine (truncation_error hH K A ht).trans ?_
  rw [add_sub_cancel_left,
    ← intervalIntegral.integral_finsetSum fun j _ => (hi (V j)).intervalIntegrable 0 t]
  refine intervalIntegral.integral_mono ht ((hi _).intervalIntegrable 0 t)
    ((continuous_finsetSum S fun j _ => hi (V j)).intervalIntegrable 0 t) fun s => ?_
  -- the commutator is additive in the dropped terms
  have hs : comm (∑ j ∈ S, V j) (heisenberg K A s) =
      ∑ j ∈ S, comm (V j) (heisenberg K A s) := by
    simp only [comm, Finset.sum_mul, Finset.mul_sum, Finset.sum_sub_distrib]
  simpa only [hs] using norm_sum_le S fun j => comm (V j) (heisenberg K A s)

/-- `H` and `K` give the same evolution of `A` at all times if and only if `H - K` commutes
with `A_K(s)` at all times `s`. -/
theorem truncation_exact_iff (H K A : 𝔄) :
    (∀ t, heisenberg H A t = heisenberg K A t) ↔
      ∀ s, comm (H - K) (heisenberg K A s) = 0 := by
  constructor
  · intro h s
    -- equal trajectories have equal velocities
    have hd := heisenberg_equation H A s
    rw [funext h] at hd
    have he : comm H (heisenberg K A s) = comm K (heisenberg K A s) :=
      smul_right_injective 𝔄 Complex.I_ne_zero (hd.unique (heisenberg_equation K A s))
    calc comm (H - K) (heisenberg K A s)
        = comm H (heisenberg K A s) - comm K (heisenberg K A s) := by
          simp only [comm, sub_mul, mul_sub]
          abel
      _ = 0 := by rw [he, sub_self]
  · intro h t
    have hz : A - heisenberg H (heisenberg K A t) (-t) = 0 := by
      rw [truncation_identity]
      simp [h, heisenberg.eq_1 H]
    rw [← sub_eq_zero, ← heisenberg_sub_back, hz]
    simp [heisenberg]

end

end HamiltonianTruncation
```

```lean
#print axioms HamiltonianTruncation.truncation_error
-- 'HamiltonianTruncation.truncation_error' depends on axioms: [propext, Classical.choice, Quot.sound]
#print axioms HamiltonianTruncation.truncation_error_sum
-- 'HamiltonianTruncation.truncation_error_sum' depends on axioms: [propext, Classical.choice, Quot.sound]
#print axioms HamiltonianTruncation.truncation_exact_iff
-- 'HamiltonianTruncation.truncation_exact_iff' depends on axioms: [propext, Classical.choice, Quot.sound]
```

### From the calculation to the Lean proof

`hasDerivAt_flow` and `hasDerivAt_flow_neg` are the two derivatives of the exponentials, taken from Mathlib's results on t ↦ exp(tX). `flow_neg_mul` proves U(−t)U(t) = 1 as above: `noncomm_ring` shows that the product rule gives zero, and `is_const_of_deriv_eq_zero` compares time t with time 0.

`heisenberg_equation` applies the product rule to the three factors. The `simp only` call expands the commutator and moves scalars to the front, and `module` matches the remaining terms.

`norm_heisenberg` first shows that the adjoint of `flow H s` is `flow H (-s)`, which is where self-adjointness is used. It then concludes that the exponential is unitary and removes the two unitary factors from the norm.

The two private continuity lemmas supply the integrability of the commutators. The third private lemma, `heisenberg_sub_back`, is the step that turns A − R(t) into the error; its letter `B` stands for A_K(t) when it is used.

In `truncation_identity`, the fact `hd` is the derivative of −R(s), with the minus sign chosen so that the integrand appears with the factor +i. Within that calculation A_K(s) is replaced by a single letter through `generalize`, since its inner structure no longer matters. The fundamental theorem of calculus, `intervalIntegral.integral_eq_sub_of_hasDerivAt`, then gives the identity, and `h0` supplies R(0) = A.

The proof of `truncation_error` follows the last part of the derivation in order. Its first line rewrites the error as an evolved A − R(t), removes the outer evolution from the norm and inserts the integral. The norm is then taken inside the integral, and `norm_heisenberg` removes the remaining evolution.

For `truncation_error_sum`, the sum of integrals is rewritten as the integral of a sum. `intervalIntegral.integral_mono` reduces the claim to one inequality at each time, and `norm_sum_le` is the triangle inequality that proves it.

In `truncation_exact_iff`, the forward direction uses the uniqueness of derivatives, `hd.unique`, and cancels the factor i. The reverse direction puts the vanishing commutator into the identity and uses `heisenberg_sub_back` once more.
